# With a finite complementary space, F12 ansatz 2 exceeds ansatz 1 by the mixed virtual–complementary pairs

The orbitals outside the occupied and virtual spaces are modelled here by a finite complementary space, although the full complement of a finite orbital basis is infinite-dimensional. In an orthonormal basis, the orbital projectors are then Hermitian idempotent matrices $O$ (occupied), $V$ (virtual) and $C$ (complementary), real or complex, with $VC=0$ and $O+V+C=1$. Pair space is the full tensor product, with no exchange symmetry imposed.

The numbering of F12 ansätze varies in the literature; here ansatz 1 and ansatz 2 are defined by the pair projectors

$$Q_1=(1-O-V)\otimes(1-O-V),\qquad Q_2=(1-O)\otimes(1-O)-V\otimes V .$$

Let $D=Q_2-Q_1$, and let $v,c$ be the ranks of $V,C$. The claim is that $D=V\otimes C+C\otimes V$ is a projector of rank $2vc$, and that $\|Du\|$ is the distance from a pair vector $u$ to the range of $Q_1$ exactly when $Q_2u=u$. This condition says that $u$ contains no pair with an occupied orbital and no pair of two virtuals.

## The mixed pairs and the distance they measure

Since $1-O-V=C$ and $1-O=V+C$,

$$Q_1=C\otimes C,\qquad Q_2=V\otimes C+C\otimes V+C\otimes C,$$

which gives $D$. Taking the adjoint of $VC=0$ gives $CV=0$. Both terms of $D$ are Hermitian and idempotent, and their products in either order vanish, for instance $(V\otimes C)(C\otimes V)=VC\otimes CV=0$. So $D$ is a projector. Every eigenvalue of a projector is 0 or 1, so its rank is its trace:

$$\operatorname{rank}D=\operatorname{tr}V\operatorname{tr}C+\operatorname{tr}C\operatorname{tr}V=2vc .$$

For any projector $P$ and vectors $u,z$, $\langle u-Pu,Pz\rangle=\langle P(u-Pu),z\rangle=0$. Writing $u-Pw=(u-Pu)+P(u-w)$ gives

$$\|u-Pw\|^2=\|u-Pu\|^2+\|P(u-w)\|^2,$$

which is least at $w=u$. The distance from $u$ to the range of $P$ is therefore $\|u-Pu\|$.

Because $DQ_1=0$, the sum $Q_2=D+Q_1$ is also a projector, and $Q_2Q_1=Q_1$. Hence $Q_2(u-Q_1u)=Du$, and $u-Q_1u=(u-Q_2u)+Du$ is an orthogonal decomposition:

$$\|u-Q_1u\|^2=\|u-Q_2u\|^2+\|Du\|^2 .$$

The distance equals $\|Du\|$ exactly when $Q_2u=u$.

Finally, if $D=0$, multiplying by $V\otimes C$ leaves $V\otimes C=0$. Every product $V_{ij}C_{kl}$ then vanishes, so $V=0$ or $C=0$. Conversely, either condition makes $D=0$.

## One orbital of each kind

Take orthonormal orbitals $e_o,e_v,e_c$, one in each space, so that $D$ has rank 2. The normalised vector

$$u=0.48\,e_v\otimes e_c+0.36\,e_c\otimes e_v+0.80\,e_c\otimes e_c$$

satisfies $Q_2u=u$. It is neither symmetric nor antisymmetric under exchange, so it illustrates the algebra and is not by itself a complete two-electron state. Its mixed part has norm $\sqrt{0.2304+0.1296}=0.6$, which is its distance from the range of $Q_1$. For $u=e_v\otimes e_v$, however, $Q_2u=0$: the mixed part is zero while the distance is 1.

## Orbital spaces and ansätze as matrices

In the code `𝕜` is the real or complex field, `n` indexes orbitals, `n × n` indexes ordered pairs, and `m` is any finite index set.

In Lean 4 with Mathlib:

```lean
import Mathlib

open Matrix
open scoped Kronecker

namespace F12Projectors

noncomputable section

variable {𝕜 m n : Type*} [RCLike 𝕜] [Fintype m] [Fintype n] [DecidableEq n]
```

The adjoint is written `ᴴ`, so the next structure describes an orthogonal projector.

```lean
/-- An orthogonal projector: a Hermitian idempotent matrix. -/
structure IsProjector (P : Matrix m m 𝕜) : Prop where
  herm : Pᴴ = P
  idem : P * P = P
```

The split assumes nothing about `O` beyond the sum rule; that $O=1-(V+C)$ is a projector follows from the other conditions.

```lean
/-- The one-electron space is split into occupied (`O`), virtual (`V`) and complementary (`C`)
orbitals: `V` and `C` are projectors, `V C = 0`, and the three add up to the identity. -/
structure OrbitalSplit (O V C : Matrix n n 𝕜) : Prop where
  virt : IsProjector V
  compl : IsProjector C
  orth : V * C = 0
  total : O + V + C = 1
```

The symbol `⊗ₖ` is the Kronecker product, and the two definitions are $Q_1$ and $Q_2$.

```lean
/-- The ansatz 1 projector: both electrons lie outside the occupied and virtual orbitals. -/
def ansatz1 (O V : Matrix n n 𝕜) : Matrix (n × n) (n × n) 𝕜 :=
  (1 - O - V) ⊗ₖ (1 - O - V)

/-- The ansatz 2 projector: both electrons lie outside the occupied orbitals, and pairs of
virtual orbitals are removed. -/
def ansatz2 (O V : Matrix n n 𝕜) : Matrix (n × n) (n × n) 𝕜 :=
  (1 - O) ⊗ₖ (1 - O) - V ⊗ₖ V
```

Amplitudes carry the Euclidean norm.

```lean
/-- The Euclidean norm of a vector of amplitudes. -/
def ampNorm (x : m → 𝕜) : ℝ := ‖(WithLp.toLp 2 x : EuclideanSpace 𝕜 m)‖
```

Distance is defined as a least value, so the statement includes that some vector in the range attains it.

```lean
/-- The number `d` is the distance from `u` to the range of `P`: the least value of
`‖u - P w‖` over all `w`. -/
def IsDistanceToRange (P : Matrix m m 𝕜) (u : m → 𝕜) (d : ℝ) : Prop :=
  IsLeast (Set.range fun w : m → 𝕜 => ampNorm (u - P *ᵥ w)) d
```

## Sums, ranks and distances of projectors

The next two lemmas build projectors from orthogonal sums and from tensor products. The first obtains $QP=0$ by taking the adjoint of $PQ=0$.

```lean
/-- The sum of two projectors whose product vanishes is a projector. -/
theorem IsProjector.add {P Q : Matrix m m 𝕜} (hP : IsProjector P) (hQ : IsProjector Q)
    (h : P * Q = 0) : IsProjector (P + Q) := by
  -- the adjoint of `P Q = 0` is `Q P = 0`
  have h' : Q * P = 0 := by
    have := congrArg conjTranspose h
    rwa [conjTranspose_mul, hP.herm, hQ.herm, conjTranspose_zero] at this
  refine ⟨by rw [conjTranspose_add, hP.herm, hQ.herm], ?_⟩
  rw [add_mul, mul_add, mul_add, hP.idem, hQ.idem, h, h', add_zero, zero_add]

/-- The Kronecker product of two one-electron projectors is a projector on pair space. -/
theorem IsProjector.kronecker {P Q : Matrix m m 𝕜} (hP : IsProjector P)
    (hQ : IsProjector Q) : IsProjector (P ⊗ₖ Q) :=
  ⟨by rw [conjTranspose_kronecker, hP.herm, hQ.herm],
   by rw [← mul_kronecker_mul, hP.idem, hQ.idem]⟩
```

For the rank, `hp` records that the matrix acts as the identity on its own range, and Mathlib's trace formula for such maps does the rest.

```lean
/-- The rank of a projector is its trace. -/
theorem IsProjector.rank_eq_trace [DecidableEq m] {P : Matrix m m 𝕜} (hP : IsProjector P) :
    (P.rank : 𝕜) = P.trace := by
  have hp : LinearMap.IsProj (LinearMap.range P.mulVecLin) P.mulVecLin :=
    ⟨fun x => ⟨x, rfl⟩, by
      rintro _ ⟨x, rfl⟩
      simp [Matrix.mulVec_mulVec, hP.idem]⟩
  have ht : LinearMap.trace 𝕜 (m → 𝕜) P.mulVecLin = P.trace := by
    rw [← Matrix.toLin'_apply', LinearMap.trace_eq_matrix_trace 𝕜 (Pi.basisFun 𝕜 m),
      LinearMap.toMatrix_eq_toMatrix', LinearMap.toMatrix'_toLin']
  exact hp.trace.symm.trans ht
```

In the Pythagoras lemma, `ho` is the vanishing inner product, which removes the cross term from the squared norm of the sum.

```lean
/-- Pythagoras for a projector `P`: the squared norm of `(u - P u) + P z` is the sum of the squared
norms of `u - P u` and `P z`. -/
theorem IsProjector.pythagoras {P : Matrix m m 𝕜} (hP : IsProjector P) (u z : m → 𝕜) :
    ampNorm (u - P *ᵥ u + P *ᵥ z) ^ 2 = ampNorm (u - P *ᵥ u) ^ 2 + ampNorm (P *ᵥ z) ^ 2 := by
  have h0 : P *ᵥ (u - P *ᵥ u) = 0 := by
    rw [mulVec_sub, mulVec_mulVec, hP.idem, sub_self]
  have hs : star (u - P *ᵥ u) ᵥ* P = 0 := by
    have := congrArg star h0
    rwa [star_mulVec, hP.herm, star_zero] at this
  have ho : inner 𝕜 (WithLp.toLp 2 (u - P *ᵥ u) : EuclideanSpace 𝕜 m)
      (WithLp.toLp 2 (P *ᵥ z)) = 0 := by
    rw [EuclideanSpace.inner_toLp_toLp, dotProduct_comm, Matrix.dotProduct_mulVec, hs,
      zero_dotProduct]
  unfold ampNorm
  rw [WithLp.toLp_add, norm_add_sq (𝕜 := 𝕜), ho, map_zero]
  ring
```

Setting $z=u-w$ yields the minimum.

```lean
/-- The distance from `u` to the range of a projector `P` is the norm of `u - P u`. -/
theorem IsProjector.distance {P : Matrix m m 𝕜} (hP : IsProjector P) (u : m → 𝕜) :
    IsDistanceToRange P u (ampNorm (u - P *ᵥ u)) := by
  unfold IsDistanceToRange
  refine ⟨⟨u, rfl⟩, ?_⟩
  rintro _ ⟨w, rfl⟩
  change ampNorm (u - P *ᵥ u) ≤ ampNorm (u - P *ᵥ w)
  have h := hP.pythagoras u (u - w)
  have e : u - P *ᵥ u + P *ᵥ (u - w) = u - P *ᵥ w := by
    rw [mulVec_sub]; abel
  rw [e] at h
  have hw : 0 ≤ ampNorm (u - P *ᵥ w) := norm_nonneg _
  nlinarith [sq_nonneg (ampNorm (P *ᵥ (u - w)))]
```

## Comparing the ansätze

The expansion substitutes the sum rule into both definitions, and the mixed terms then form a projector by the two construction lemmas.

```lean
/-- For an orbital split, the ansatz 1 projector is `C ⊗ C`, and ansatz 2 exceeds it by the
mixed pairs of one virtual and one complementary orbital. -/
theorem ansatz_expansion {O V C : Matrix n n 𝕜} (h : OrbitalSplit O V C) :
    ansatz1 O V = C ⊗ₖ C ∧ ansatz2 O V = V ⊗ₖ C + C ⊗ₖ V + C ⊗ₖ C := by
  have h1 : 1 - O - V = C := by rw [← h.total]; abel
  have h2 : 1 - O = V + C := by rw [← h.total]; abel
  refine ⟨by rw [ansatz1, h1], ?_⟩
  rw [ansatz2, h2, add_kronecker, kronecker_add, kronecker_add]
  abel

/-- For an orbital split, the mixed virtual-complementary pairs define a projector. -/
theorem mixed_isProjector {O V C : Matrix n n 𝕜} (h : OrbitalSplit O V C) :
    IsProjector (V ⊗ₖ C + C ⊗ₖ V) :=
  (h.virt.kronecker h.compl).add (h.compl.kronecker h.virt)
    (by rw [← mul_kronecker_mul, h.orth, zero_kronecker])
```

In the equivalence, `h21` is $Q_2Q_1=Q_1$. In the forward direction, `IsLeast.unique` identifies the assumed distance with $\|u-Q_1u\|$, and Pythagoras for $Q_2$ forces $u-Q_2u=0$. In the reverse direction, $Q_2u=u$ turns $Du$ into $u-Q_1u$.

```lean
/-- For an orbital split, the norm of `(ansatz2 - ansatz1) u` is the distance from `u` to the
range of ansatz 1 exactly when ansatz 2 leaves `u` unchanged. -/
theorem norm_eq_distance_iff {O V C : Matrix n n 𝕜} (h : OrbitalSplit O V C)
    (u : n × n → 𝕜) :
    IsDistanceToRange (ansatz1 O V) u (ampNorm ((ansatz2 O V - ansatz1 O V) *ᵥ u)) ↔
      ansatz2 O V *ᵥ u = u := by
  obtain ⟨e1, e2⟩ := ansatz_expansion h
  have hm : (V ⊗ₖ C + C ⊗ₖ V) * (C ⊗ₖ C) = 0 := by
    rw [add_mul, ← mul_kronecker_mul, ← mul_kronecker_mul, h.orth, zero_kronecker,
      kronecker_zero, add_zero]
  have p1 : IsProjector (ansatz1 O V) := by
    rw [e1]; exact h.compl.kronecker h.compl
  have p2 : IsProjector (ansatz2 O V) := by
    rw [e2]; exact (mixed_isProjector h).add (h.compl.kronecker h.compl) hm
  -- the range of ansatz 1 lies in that of ansatz 2
  have h21 : ansatz2 O V * ansatz1 O V = ansatz1 O V := by
    rw [e1, e2, add_mul, hm, zero_add, (h.compl.kronecker h.compl).idem]
  have hd := p1.distance u
  constructor
  · intro hu
    have heq := IsLeast.unique hu hd
    have hp := p2.pythagoras u (u - ansatz1 O V *ᵥ u)
    have a : ansatz2 O V *ᵥ (u - ansatz1 O V *ᵥ u)
        = (ansatz2 O V - ansatz1 O V) *ᵥ u := by
      rw [mulVec_sub, mulVec_mulVec, h21, sub_mulVec]
    have b : u - ansatz2 O V *ᵥ u + (ansatz2 O V - ansatz1 O V) *ᵥ u
        = u - ansatz1 O V *ᵥ u := by
      rw [sub_mulVec]; abel
    rw [a, b, heq] at hp
    have hz : ampNorm (u - ansatz2 O V *ᵥ u) = 0 :=
      (pow_eq_zero_iff two_ne_zero).mp (by linarith)
    have hv : u - ansatz2 O V *ᵥ u = 0 :=
      congrArg WithLp.ofLp (norm_eq_zero.mp hz)
    exact (sub_eq_zero.mp hv).symm
  · intro hu
    rw [sub_mulVec, hu]
    exact hd
```

The main theorem collects the formula for $D$, the projector property, the rank and the distance. The rank is computed as a trace in `𝕜` and then read back as a natural number.

```lean
/-- For an orbital split, ansatz 2 minus ansatz 1 is the projector `V ⊗ C + C ⊗ V`, of rank
twice the product of the ranks of `V` and `C`. On any `u` fixed by ansatz 2 its action has
norm equal to the distance from `u` to the range of ansatz 1. -/
theorem ansatz_difference {O V C : Matrix n n 𝕜} (h : OrbitalSplit O V C) :
    ansatz2 O V - ansatz1 O V = V ⊗ₖ C + C ⊗ₖ V ∧
    IsProjector (ansatz2 O V - ansatz1 O V) ∧
    (ansatz2 O V - ansatz1 O V).rank = 2 * V.rank * C.rank ∧
    ∀ u, ansatz2 O V *ᵥ u = u →
      IsDistanceToRange (ansatz1 O V) u (ampNorm ((ansatz2 O V - ansatz1 O V) *ᵥ u)) := by
  have e : ansatz2 O V - ansatz1 O V = V ⊗ₖ C + C ⊗ₖ V := by
    rw [(ansatz_expansion h).1, (ansatz_expansion h).2, add_sub_cancel_right]
  refine ⟨e, by rw [e]; exact mixed_isProjector h, ?_,
    fun u hu => (norm_eq_distance_iff h u).mpr hu⟩
  -- count dimensions by traces
  have hr : ((V ⊗ₖ C + C ⊗ₖ V).rank : 𝕜) = 2 * (V.rank : 𝕜) * (C.rank : 𝕜) := by
    rw [(mixed_isProjector h).rank_eq_trace, h.virt.rank_eq_trace, h.compl.rank_eq_trace,
      trace_add, trace_kronecker, trace_kronecker]
    ring
  rw [e]
  exact_mod_cast hr
```

For explicitly correlated electronic-structure methods, this identifies the pairs that ansatz 2 keeps and ansatz 1 discards when the complementary space is finite; it says nothing about the resulting energies. The ansätze agree only when there are no virtual orbitals or no complementary orbitals, and the proof compares matrix entries as above.

```lean
/-- For an orbital split, the two ansätze coincide exactly when there are no virtual orbitals
or no complementary orbitals. -/
theorem ansatz_eq_iff {O V C : Matrix n n 𝕜} (h : OrbitalSplit O V C) :
    ansatz2 O V = ansatz1 O V ↔ V = 0 ∨ C = 0 := by
  have e := (ansatz_difference h).1
  constructor
  · intro he
    rw [he, sub_self] at e
    -- multiplying by `V ⊗ C` isolates one of the two mixed terms
    have hk : V ⊗ₖ C = 0 := by
      have h1 : (V ⊗ₖ C) * (V ⊗ₖ C + C ⊗ₖ V) = 0 := by rw [← e, mul_zero]
      rwa [mul_add, (h.virt.kronecker h.compl).idem, ← mul_kronecker_mul, h.orth,
        zero_kronecker, add_zero] at h1
    by_cases hV : V = 0
    · exact Or.inl hV
    · right
      ext k l
      by_contra hc
      apply hV
      ext i j
      have hij : V i j * C k l = 0 := congrFun (congrFun hk (i, k)) (j, l)
      exact (mul_eq_zero.mp hij).resolve_right hc
  · intro hVC
    apply sub_eq_zero.mp
    rw [e]
    rcases hVC with hV | hC
    · rw [hV, zero_kronecker, kronecker_zero, add_zero]
    · rw [hC, zero_kronecker, kronecker_zero, add_zero]
```

The three-orbital example satisfies all the conditions of the split, checked entry by entry.

```lean
/-- Three real orbitals, one occupied, one virtual and one complementary, form an orbital
split. -/
theorem orbitalSplit_witness :
    OrbitalSplit (!![1, 0, 0; 0, 0, 0; 0, 0, 0] : Matrix (Fin 3) (Fin 3) ℝ)
      !![0, 0, 0; 0, 1, 0; 0, 0, 0] !![0, 0, 0; 0, 0, 0; 0, 0, 1] := by
  refine ⟨⟨?_, ?_⟩, ⟨?_, ?_⟩, ?_, ?_⟩ <;> ext i j <;> fin_cases i <;> fin_cases j <;>
    simp [Matrix.mul_apply, Fin.sum_univ_succ]

end

end F12Projectors
```

```lean
#print axioms F12Projectors.ansatz_expansion
#print axioms F12Projectors.ansatz_eq_iff
```

```
'F12Projectors.ansatz_expansion' depends on axioms: [propext, Classical.choice, Quot.sound]
'F12Projectors.ansatz_eq_iff' depends on axioms: [propext, Classical.choice, Quot.sound]
```
